# The Planck integral of w³/(exp(w/T) − 1) over all positive frequencies is π⁴T⁴/15 for T > 0

The theorem `planck_integral` concerns the frequency dependence of the thermal radiation spectrum, w³/(exp(w/T) − 1), without its physical prefactor and in units where ħ and Boltzmann's constant are 1. It states that for every temperature T > 0 this function is integrable over w > 0 and that its integral is π⁴T⁴/15, so the total grows as the fourth power of the temperature. The attempt expands the integrand into Boltzmann exponentials, integrates term by term, and sums the results with the known value π⁴/90 of the sum of inverse fourth powers. Integrability then follows by contradiction, since Lean assigns the integral of a non-integrable function the value zero.

An attempt in Lean 4 with a fault in it:

```lean
import Mathlib

open MeasureTheory Set
open scoped Real Topology

namespace BlackbodyStark

noncomputable section

/-- The cubic moment of a decaying exponential with rate `a > 0` exists and equals `6 / a ^ 4`. -/
theorem integral_cube_exp {a : ℝ} (ha : 0 < a) :
    IntegrableOn (fun w : ℝ => w ^ 3 * Real.exp (-(a * w))) (Ioi 0) ∧
      ∫ w in Ioi (0 : ℝ), w ^ 3 * Real.exp (-(a * w)) = 6 / a ^ 4 := by
  have h := Real.integral_rpow_mul_exp_neg_mul_Ioi (a := 4) (r := a) (by norm_num) ha
  have hr : ∀ w : ℝ, w ^ ((4 : ℝ) - 1) = w ^ 3 := fun w => by
    rw [show (4 : ℝ) - 1 = ((3 : ℕ) : ℝ) by norm_num, Real.rpow_natCast]
  have hG : Real.Gamma 4 = 6 := by
    rw [show (4 : ℝ) = ((3 : ℕ) : ℝ) + 1 by norm_num, Real.Gamma_nat_eq_factorial]
    norm_num [Nat.factorial]
  have h4 : (1 / a) ^ (4 : ℝ) = 1 / a ^ 4 := by
    rw [show (4 : ℝ) = ((4 : ℕ) : ℝ) by norm_num, Real.rpow_natCast, one_div_pow]
  simp only [hr] at h
  have hv : ∫ w in Ioi (0 : ℝ), w ^ 3 * Real.exp (-(a * w)) = 6 / a ^ 4 := by
    rw [h, h4, hG]
    ring
  refine ⟨?_, hv⟩
  -- a non-integrable function would have integral zero
  by_contra hn
  have h0 : ∫ w in Ioi (0 : ℝ), w ^ 3 * Real.exp (-(a * w)) = 0 := integral_undef hn
  rw [hv] at h0
  have hpos : 0 < 6 / a ^ 4 := by positivity
  exact hpos.ne' h0

/-- At positive frequency and temperature the Planck integrand is a sum of Boltzmann exponentials
multiplied by `w ^ 3`, one for each positive number of quanta. -/
theorem planck_expansion {T w : ℝ} (hT : 0 < T) (hw : 0 < w) :
    HasSum (fun n : ℕ => w ^ 3 * Real.exp (-(((n : ℝ) + 1) / T * w)))
      (w ^ 3 / (Real.exp (w / T) - 1)) := by
  have hx : 0 < w / T := div_pos hw hT
  have hg := (hasSum_geometric_of_lt_one (Real.exp_pos (-(w / T))).le
    (Real.exp_lt_one_iff.2 (neg_lt_zero.2 hx))).mul_left (w ^ 3 * Real.exp (-(w / T)))
  have hf : (fun n : ℕ => w ^ 3 * Real.exp (-(((n : ℝ) + 1) / T * w))) =
      fun n : ℕ => w ^ 3 * Real.exp (-(w / T)) * Real.exp (-(w / T)) ^ n := by
    funext n
    have hp : Real.exp (-(((n : ℝ) + 1) / T * w)) = Real.exp (-(w / T)) ^ (n + 1) := by
      rw [← Real.exp_nat_mul]
      congr 1
      push_cast
      ring
    rw [hp]
    ring
  have hval : w ^ 3 / (Real.exp (w / T) - 1) =
      w ^ 3 * Real.exp (-(w / T)) * (1 - Real.exp (-(w / T)))⁻¹ := by
    have hE : 1 < Real.exp (w / T) := Real.one_lt_exp_iff.2 hx
    rw [Real.exp_neg]
    generalize Real.exp (w / T) = E at hE ⊢
    have hE0 : E ≠ 0 := by linarith
    have hE1 : E - 1 ≠ 0 := by linarith
    have h1 : 1 - E⁻¹ = (E - 1) * E⁻¹ := by
      rw [sub_mul, mul_inv_cancel₀ hE0, one_mul]
    rw [h1, mul_inv, inv_inv]
    field_simp
  rw [hf, hval]
  exact hg

/-- For `T > 0` the Planck integrand is integrable over all positive frequencies, and its integral
is `π ^ 4 * T ^ 4 / 15`. -/
theorem planck_integral {T : ℝ} (hT : 0 < T) :
    IntegrableOn (fun w : ℝ => w ^ 3 / (Real.exp (w / T) - 1)) (Ioi 0) ∧
      ∫ w in Ioi (0 : ℝ), w ^ 3 / (Real.exp (w / T) - 1) = π ^ 4 * T ^ 4 / 15 := by
  have ha : ∀ n : ℕ, 0 < ((n : ℝ) + 1) / T := fun n => by positivity
  -- the integrated terms add up to a multiple of the sum of inverse fourth powers
  have hz : HasSum (fun n : ℕ => 6 / (((n : ℝ) + 1) / T) ^ 4) (π ^ 4 * T ^ 4 / 15) := by
    have h0 : HasSum (fun n : ℕ => 1 / ((n + 1 : ℕ) : ℝ) ^ 4) (π ^ 4 / 90) := by
      have h := (hasSum_nat_add_iff' 1).2 hasSum_zeta_four
      simpa using h
    convert h0.mul_left (6 * T ^ 4) using 1
    · funext n
      push_cast
      field_simp
    · ring
  have hint := fun n : ℕ => (integral_cube_exp (ha n)).2
  have hnorm : ∀ n : ℕ, ∫ w in Ioi (0 : ℝ),
      ‖w ^ 3 * Real.exp (-(((n : ℝ) + 1) / T * w))‖ = 6 / (((n : ℝ) + 1) / T) ^ 4 := by
    intro n
    rw [← hint n]
    refine setIntegral_congr_fun measurableSet_Ioi (fun w hw => ?_)
    have hw' : 0 < w := hw
    exact Real.norm_of_nonneg (by positivity)
  -- exchange of sum and integral
  have hsum := hasSum_integral_of_summable_integral_norm
    (μ := volume.restrict (Ioi (0 : ℝ)))
    (F := fun (n : ℕ) (w : ℝ) => w ^ 3 * Real.exp (-(((n : ℝ) + 1) / T * w)))
    (fun n => (integral_cube_exp (ha n)).1) (by simpa only [hnorm] using hz.summable)
  have hv : ∫ w in Ioi (0 : ℝ), w ^ 3 / (Real.exp (w / T) - 1) = π ^ 4 * T ^ 4 / 15 := by
    have hc : ∫ w in Ioi (0 : ℝ), w ^ 3 / (Real.exp (w / T) - 1) =
        ∫ w in Ioi (0 : ℝ), ∑' n : ℕ, w ^ 3 * Real.exp (-(((n : ℝ) + 1) / T * w)) :=
      setIntegral_congr_fun measurableSet_Ioi
        (fun w hw => (planck_expansion hT hw).tsum_eq.symm)
    rw [hc]
    refine hsum.unique ?_
    simpa only [hint] using hz
  refine ⟨?_, hv⟩
  by_contra hn
  have h0 : ∫ w in Ioi (0 : ℝ), w ^ 3 / (Real.exp (w / T) - 1) = 0 := integral_undef hn
  rw [hv] at h0
  have hpos : 0 < π ^ 4 * T ^ 4 / 15 := by positivity
  exact hpos.ne' h0

end

end BlackbodyStark
```

Messages:

```
Main.lean:78:6: error: Tactic `apply` failed: could not unify the conclusion of `@funext`
  ?f = ?g
with the goal
  Real.instAddCommMonoid =
    CommRing.toNonUnitalCommRing.toNonUnitalNonAssocCommRing.toNonUnitalNonAssocSemiring.toAddCommMonoid

Note: The full type of `@funext` is
  ∀ {α : Sort ?u.208} {β : α → Sort ?u.207} {f g : (x : α) → β x}, (∀ (x : α), f x = g x) → f = g

case e'_3
T : ℝ
hT : 0 < T
ha : ∀ (n : ℕ), 0 < (↑n + 1) / T
h0 : HasSum (fun n => 1 / ↑(n + 1) ^ 4) (π ^ 4 / 90)
⊢ Real.instAddCommMonoid =
    CommRing.toNonUnitalCommRing.toNonUnitalNonAssocCommRing.toNonUnitalNonAssocSemiring.toAddCommMonoid
Try this:
  [apply] ring_nf
  
  The `ring` tactic failed to close the goal. Use `ring_nf` to obtain a normal form.
    
  Note that `ring` works primarily in *commutative* rings. If you have a noncommutative ring, abelian group or module, consider using `noncomm_ring`, `abel` or `module` instead.
Main.lean:81:4: error: unsolved goals
case e'_5
T : ℝ
hT : 0 < T
ha : ∀ (n : ℕ), 0 < (↑n + 1) / T
h0 : HasSum (fun n => 1 / ↑(n + 1) ^ 4) (π ^ 4 / 90)
⊢ (fun n => (↑n * T⁻¹ ^ 4 * 4 + ↑n ^ 2 * T⁻¹ ^ 4 * 6 + ↑n ^ 3 * T⁻¹ ^ 4 * 4 + ↑n ^ 4 * T⁻¹ ^ 4 + T⁻¹ ^ 4)⁻¹ * 6) =
    fun i => T ^ 4 * (↑(1 + i))⁻¹ ^ 4 * 6
Main.lean:73:86: error: unsolved goals
case e'_6
T : ℝ
hT : 0 < T
ha : ∀ (n : ℕ), 0 < (↑n + 1) / T
h0 : HasSum (fun n => 1 / ↑(n + 1) ^ 4) (π ^ 4 / 90)
⊢ π ^ 4 * T ^ 4 / 15 = 6 * T ^ 4 * (π ^ 4 / 90)
```

All three errors come from `convert h0.mul_left (6 * T ^ 4) using 1`, which left three goals where the proof had bullets for two. The unexpected first goal equates two forms of the additive structure on the reals. `funext` fails there because the sides are not functions.

The bullets are thus out of step. `ring` receives the equality of the summands, meant for `funext`, `push_cast` and `field_simp`, and cannot close it: in what remains, one side still has the uncast `↑(1 + i)` and the other an inverted expanded polynomial. The equality of the sums, meant for `ring`, has no bullet left and is reported as unsolved.

The repair states the two intended equalities explicitly, as `hf` and `hval`, and rewrites the goal with them. `exact` then accepts `h0.mul_left (6 * T ^ 4)`, since the two additive structures agree by definition, so no separate goal arises. In `hf`, explicit division lemmas replace `field_simp`, which the messages do not show to be at fault, as it was never reached.

Lean accepts the file once it reads:

```diff
@@ -75,9 +75,12 @@
       have h := (hasSum_nat_add_iff' 1).2 hasSum_zeta_four
       simpa using h
-    convert h0.mul_left (6 * T ^ 4) using 1
-    · funext n
+    have hf : (fun n : ℕ => 6 / (((n : ℝ) + 1) / T) ^ 4) =
+        fun n : ℕ => 6 * T ^ 4 * (1 / ((n + 1 : ℕ) : ℝ) ^ 4) := by
+      funext n
       push_cast
-      field_simp
-    · ring
+      rw [div_pow, div_div_eq_mul_div, mul_one_div]
+    have hval : π ^ 4 * T ^ 4 / 15 = 6 * T ^ 4 * (π ^ 4 / 90) := by ring
+    rw [hf, hval]
+    exact h0.mul_left (6 * T ^ 4)
   have hint := fun n : ℕ => (integral_cube_exp (ha n)).2
   have hnorm : ∀ n : ℕ, ∫ w in Ioi (0 : ℝ),
```
